# Type-I Anderson mixing need not minimise the quadratic error form when the symmetric matrix is indefinite

The theorem `indefinite_counterexample` treats a real 2×2 linear system A x = b with A = diag(−1, 1), solution p = (1, 1), right-hand side b = (−1, 1), current iterate x = 0 and a one-step history dX = (1, 0)ᵀ. It states that A is symmetric, that A p = b, that γ = −1 satisfies the type-I condition dXᵀ(f + A dX γ) = 0 for the residual f = b − A x, and that x, a point of the search space x + range dX, has a smaller value of (z − p)ᵀ A (z − p) than the averaged iterate x − dX γ = (1, 0); the values are 0 and 1. The names `AndersonTypeI` and `averagedIterate` point to Anderson mixing, used to accelerate self-consistent-field iterations in electronic-structure theory, but the file contains only this finite linear model, and `energyError` is a quadratic form, not a physical energy and, for indefinite A, not a squared norm. The attempt splits the conjunction into five goals and attacks the final inequality by unfolding all definitions in one `simp` call followed by `norm_num`.

An attempt in Lean 4 with a fault in it:

```lean
import Mathlib

open Matrix

namespace AndersonTypeI

noncomputable section

variable {n m : Type*} [Fintype n] [Fintype m]

/-- The residual `f = b - A x` of the linear system `A x = b`. -/
def linResidual (A : Matrix n n ℝ) (b x : n → ℝ) : n → ℝ := b - A *ᵥ x

/-- The quadratic form `vᵀ A v`. -/
def energySq (A : Matrix n n ℝ) (v : n → ℝ) : ℝ := v ⬝ᵥ A *ᵥ v

/-- The energy error `(z - p)ᵀ A (z - p)` of a trial vector `z` relative to `p`. -/
def energyError (A : Matrix n n ℝ) (p z : n → ℝ) : ℝ := energySq A (z - p)

/-- The averaged Anderson iterate `z = x - dX γ`. -/
def averagedIterate (x : n → ℝ) (dX : Matrix n m ℝ) (γ : m → ℝ) : n → ℝ := x - dX *ᵥ γ

/-- The affine search space `x + range dX`. -/
def searchSpace (x : n → ℝ) (dX : Matrix n m ℝ) : Set (n → ℝ) := {y | ∃ η, y = x + dX *ᵥ η}

/-- The type-I condition `dXᵀ (f + A dX γ) = 0` on the mixing coefficients `γ`. -/
def IsTypeI (A : Matrix n n ℝ) (dX : Matrix n m ℝ) (f : n → ℝ) (γ : m → ℝ) : Prop :=
  dXᵀ *ᵥ (f + A *ᵥ (dX *ᵥ γ)) = 0

/-- The 2×2 diagonal matrix with entries -1 and 1. -/
def indefiniteA : Matrix (Fin 2) (Fin 2) ℝ := !![-1, 0; 0, 1]

/-- A history of one step, along the first coordinate axis. -/
def oneStep : Matrix (Fin 2) (Fin 1) ℝ := !![1; 0]

/-- With `A = indefiniteA`, `p = (1, 1)`, `b = (-1, 1)`, `x = 0`, `dX = oneStep` and `γ = -1`,
the matrix is symmetric, `A p = b` and the type-I condition holds, but the point `x` of the
search space has a smaller energy error than `x - dX γ`. -/
theorem indefinite_counterexample :
    indefiniteA.IsSymm ∧ indefiniteA *ᵥ ![1, 1] = ![-1, 1] ∧
      IsTypeI indefiniteA oneStep (linResidual indefiniteA ![-1, 1] ![0, 0]) ![-1] ∧
      ![0, 0] ∈ searchSpace ![0, 0] oneStep ∧
      energyError indefiniteA ![1, 1] ![0, 0]
        < energyError indefiniteA ![1, 1] (averagedIterate ![0, 0] oneStep ![-1]) := by
  refine ⟨?_, ?_, ?_, ⟨0, ?_⟩, ?_⟩
  · unfold Matrix.IsSymm
    ext i j
    fin_cases i <;> fin_cases j <;> simp [indefiniteA]
  · ext i
    fin_cases i <;>
      simp [indefiniteA, dotProduct, Matrix.mulVec, Fin.sum_univ_succ] <;> norm_num
  · unfold IsTypeI
    ext i
    fin_cases i
    simp [indefiniteA, oneStep, linResidual, dotProduct, Matrix.mulVec, Fin.sum_univ_succ] <;>
      norm_num
  · simp only [Matrix.mulVec_zero, add_zero]
  · simp [energyError, energySq, averagedIterate, indefiniteA, oneStep, dotProduct,
      Matrix.mulVec, Fin.sum_univ_succ] <;> norm_num

end

end AndersonTypeI
```

Lean reports:

```
Main.lean:58:2: error: unsolved goals
case refine_5
⊢ 0 <
    (vecHead (vecHead ∘ ![![1], ![0]]) - 1) * (1 - vecHead (vecHead ∘ ![![1], ![0]])) +
      (vecHead (vecTail (vecHead ∘ ![![1], ![0]])) - 1) * (vecHead (vecTail (vecHead ∘ ![![1], ![0]])) - 1)
```

Diagnosis. The single message says that the fifth bullet, the inequality, leaves a goal open. The left side has been evaluated to `0`. On the right, the iterate survives as `vecHead ∘ ![![1], ![0]]`, the column of `oneStep` written as a composition. Calling its entries c₀ and c₁, the goal reads 0 < (c₀ − 1)(1 − c₀) + (c₁ − 1)². This is true for c₀ = 1, c₁ = 0, but `simp` and `norm_num` left `vecHead` and `vecTail` of the composition unevaluated, so there were no numerals to compare.

The repair computes the iterate first. The fact `hz` states that it equals `![1, 0]`; `ext i` and `fin_cases i` reduce this to concrete indices, and `simp`, now given `Matrix.vecHead` to unfold, closes both entries. Then `rw [hz]` puts the explicit vector into the inequality, and the last `simp`, which no longer needs `averagedIterate` or `oneStep`, closes it without `norm_num`.

Dropping `<;> norm_num` in the second and third bullets is tidying: no message concerns them, and `simp` alone closes those goals.

Fix (accepted with no message):

```diff
@@ -49,13 +49,15 @@
   · ext i
     fin_cases i <;>
-      simp [indefiniteA, dotProduct, Matrix.mulVec, Fin.sum_univ_succ] <;> norm_num
+      simp [indefiniteA, dotProduct, Matrix.mulVec, Fin.sum_univ_succ]
   · unfold IsTypeI
     ext i
     fin_cases i
-    simp [indefiniteA, oneStep, linResidual, dotProduct, Matrix.mulVec, Fin.sum_univ_succ] <;>
-      norm_num
+    simp [indefiniteA, oneStep, linResidual, dotProduct, Matrix.mulVec, Fin.sum_univ_succ]
   · simp only [Matrix.mulVec_zero, add_zero]
-  · simp [energyError, energySq, averagedIterate, indefiniteA, oneStep, dotProduct,
-      Matrix.mulVec, Fin.sum_univ_succ] <;> norm_num
+  · have hz : averagedIterate ![0, 0] oneStep ![-1] = ![1, 0] := by
+      ext i
+      fin_cases i <;> simp [averagedIterate, oneStep, Matrix.vecHead]
+    rw [hz]
+    simp [energyError, energySq, indefiniteA, dotProduct, Matrix.mulVec, Fin.sum_univ_succ]
 
 end
```
